# A fermionic mode halves its state space: \(\ker a = \operatorname{range} a\) and \(\dim V = 2\dim(\operatorname{range} a)\)

## Physical setting

The formal statement has to decide how much structure a fermionic mode carries. In quantum mechanics the state space is a complex Hilbert space, the creation operator is the adjoint \(a^\dagger\) of the annihilation operator \(a\), and the relations are \(a^2 = 0\), \((a^\dagger)^2 = 0\) and \(a a^\dagger + a^\dagger a = 1\). Here only part of this is kept. The state space \(V\) is a vector space over an arbitrary field \(K\), without an inner product, and a mode is a pair of linear maps \(a, c : V \to V\) with
\[ a^2 = 0, \qquad ac + ca = 1, \]
where \(1\) is the identity map of \(V\). The map \(a\) annihilates and \(c\) creates. The map \(c\) is not tied to \(a\) by an adjoint, and \(c^2 = 0\) is not required. Every physical mode is such a pair with \(K = \mathbb{C}\) and \(c = a^\dagger\), so whatever follows from the two relations holds for it.

The number operator is \(N = ca\). Its kernel is called the empty sector and its range the occupied sector.

In the Fock space built on a finite orthonormal set of spin orbitals, each orbital supplies such a pair, and the result, which concerns one mode on a finite-dimensional space that both operators map into itself, says that the states with that orbital empty and the states with it occupied span subspaces of equal dimension. It does not apply to a sector of fixed particle number, because \(a\) lowers and \(c\) raises the particle number, so a nonzero sector is not mapped into itself by both (on the zero-particle sector \(a\) acts as zero and \(c\) leads out; on the others \(a\) leads out).

## Statement

Write \(\ker a = \{x : ax = 0\}\) and \(\operatorname{range} a = \{ay : y \in V\}\).

1. For a mode \((a, c)\) on a space of any dimension, \(\ker a = \operatorname{range} a\).
2. A linear map \(a\) has a partner \(c\) that makes \((a, c)\) a mode exactly when \(\ker a = \operatorname{range} a\).
3. For a mode, \(N^2 = N\), \(\ker N = \operatorname{range} a\), and \(V = \ker N \oplus \operatorname{range} N\).
4. If \(V\) is finite-dimensional and carries a mode, then \(\dim V = 2 \dim(\operatorname{range} a)\). Together with (1) this is the main theorem.
5. No mode acts on a space of odd dimension, and in finite dimension \(\dim \operatorname{range} N = \dim \ker N\).
6. For any vector space \(W\) over \(K\), the maps \(a(x, y) = (y, 0)\) and \(c(x, y) = (0, x)\) on \(W \times W\) form a mode with \(c^2 = 0\) and \(N(x, y) = (0, y)\).
7. A finite-dimensional \(V\) carries a mode with \(c^2 = 0\) exactly when \(\dim V\) is even.

## Derivation

(1) If \(x = ay\), then \(ax = a^2 y = 0\), so \(\operatorname{range} a \subseteq \ker a\). If \(ax = 0\), the anticommutation relation applied to \(x\) gives
\[ x = a c x + c a x = a(cx) + c(0) = a(cx), \]
so \(x\) lies in the range of \(a\).

(2) One direction is (1). For the other, assume \(\ker a = \operatorname{range} a\). Every \(ay\) then lies in \(\ker a\), so \(a^2 = 0\). Since \(a\) maps \(V\) onto its range, one can choose a preimage for each vector of a basis of \(\operatorname{range} a\); this defines a linear map \(s : \operatorname{range} a \to V\) with \(a\,s(z) = z\). Extend \(s\) to a linear map \(g : V \to V\). Then \(aga = a\). Put \(c = g(1 - ga)\). For any \(x\),
\[ a(x - gax) = ax - agax = 0, \]
so \(x - gax \in \ker a = \operatorname{range} a\), say \(x - gax = ay\). The two terms of the anticommutator are
\[ acx = ag(x - gax) = agay = ay = x - gax, \qquad cax = g(ax - g a^2 x) = gax, \]
and they add up to \(x\).

(3) The anticommutation relation applied to \(ax\) reads \(acax + ca^2x = ax\), and \(a^2 = 0\) leaves \(aca = a\). Hence \(N^2 = c(aca) = ca = N\). If \(ax = 0\) then \(Nx = c(0) = 0\), and if \(Nx = cax = 0\) then \(ax = a(cax) = 0\). So \(\ker N = \ker a\), which is \(\operatorname{range} a\) by (1). Any \(x\) splits as \(x = (x - Nx) + Nx\), with \(N(x - Nx) = Nx - N^2x = 0\). If \(x = Ny\) and \(Nx = 0\), then \(x = Ny = N^2 y = Nx = 0\), so the two sectors meet only in \(0\). On the first sector \(N\) acts as \(0\) and on the second as \(1\), since \(N(Ny) = Ny\).

(4) Let \(r = \dim \operatorname{range} a\). Rank-nullity for \(a\) gives \(\dim \operatorname{range} a + \dim \ker a = \dim V\). By (1) both terms on the left equal \(r\), so \(\dim V = 2r\).

(5) If \(\dim V = 2k + 1\) for a natural number \(k\), then (4) would give \(2k + 1 = 2r\), which is impossible. Rank-nullity for \(N\), with \(\ker N = \operatorname{range} a\), gives \(\dim \operatorname{range} N + r = 2r\), so both sectors have dimension \(r\).

(6) Direct substitution gives \(a^2(x, y) = a(y, 0) = (0, 0)\) and \(c^2(x, y) = c(0, x) = (0, 0)\). Further \(ac(x, y) = a(0, x) = (x, 0)\) and \(ca(x, y) = c(y, 0) = (0, y)\), whose sum is \((x, y)\). For \(W = K\), with \(|0\rangle = (1, 0)\) and \(|1\rangle = (0, 1)\), this is the two-level mode \(a|1\rangle = |0\rangle\), \(c|0\rangle = |1\rangle\), \(a|0\rangle = c|1\rangle = 0\).

(7) If a mode exists, the dimension is even by (4). If \(\dim V = k + k\), there is a linear isomorphism \(e : V \to K^k \times K^k\). With \(A\) and \(C\) the maps of (6) for \(W = K^k\), put \(a = e^{-1} A e\) and \(c = e^{-1} C e\). The inner factors \(e e^{-1}\) cancel in every product, so \(a^2 = e^{-1}A^2e = 0\), \(c^2 = e^{-1}C^2e = 0\) and \(ac + ca = e^{-1}(AC + CA)e = 1\). For \(k = 0\) the space is \(\{0\}\), where the zero maps form a mode because the identity map is itself zero.

## What the formal version assumes

The type `V →ₗ[K] V` is the type of \(K\)-linear maps from \(V\) to itself, and `∘ₗ` is their composition, with the right-hand factor acting first, as in operator products. The structure `IsFermionMode a c` is the conjunction of two equations between maps: `sq_zero` is \(a^2 = 0\) and `anticomm` is \(ac + ca = 1\), with `LinearMap.id` for the identity. The definition `number a c` is \(ca\). The letter `c` denotes the creation operator throughout, and in `pairAnn` and `pairCre` the first component of a pair is the empty one and the second the occupied one.

The main theorem `IsFermionMode.ker_eq_range_and_finrank` reads: if `V` is finite-dimensional over the field `K` and `a`, `c` form a mode, then the subspaces `ker a` and `range a` are equal, and `finrank K V`, the dimension as a natural number, is twice `finrank K (range a)`. The hypothesis `[FiniteDimensional K V]` appears only in the four theorems about dimensions; statements (1), (2), (3) and (6) hold without it. The direct sum in (3) is `IsCompl`, which says that the two subspaces intersect in \(0\) and together span \(V\).

The two relations are assumed, not derived from antisymmetry of many-particle states. The equation \(N^2 = N\) is the single-mode algebraic form of the exclusion principle and says nothing about which particles obey it. Without an inner product, the sectors are complementary but not claimed to be orthogonal, and the mode built in (7) is not claimed to satisfy \(c = a^\dagger\). There is one mode, so relations between different modes and the signs they produce do not arise. The maps are defined on all of \(V\), and the field may have any characteristic. The partner in `exists_creation_iff` is asserted to exist; the theorem claims neither uniqueness nor \(c^2 = 0\).

The three small examples below stand beside the theorems as plain arithmetic. Without \(a^2 = 0\), take \(V = K = \mathbb{R}\), \(a = 1\), \(c = \tfrac12\). Then \(ac + ca = 1\), but \(\ker a = \{0\}\), \(\operatorname{range} a = V\), and the dimension is \(1\). Without the anticommutation relation, \(a = 0\) on the same line has \(a^2 = 0\), \(\ker a = V\) and \(\operatorname{range} a = \{0\}\). Finally, \(c^2 = 0\) does not follow from the two relations: in the two-level mode replace \(c\) by \(c' = c + a\), the swap \((x, y) \mapsto (y, x)\). Then \(ac' + c'a = ac + ca + 2a^2 = 1\), while \(c'^2 = 1\).

## The Lean file

```lean
import Mathlib

open Module LinearMap

namespace FermionicMode

variable {K V : Type*} [Field K] [AddCommGroup V] [Module K V]

/-- A single fermionic mode on the state space `V`: an annihilation operator `a` with `a² = 0`
and a creation operator `c` with `a c + c a = 1`. -/
structure IsFermionMode (a c : V →ₗ[K] V) : Prop where
  sq_zero : a ∘ₗ a = 0
  anticomm : a ∘ₗ c + c ∘ₗ a = LinearMap.id

/-- The number operator `N = c a` of the mode. -/
def number (a c : V →ₗ[K] V) : V →ₗ[K] V := c ∘ₗ a

/-- Annihilation operator on pairs (empty component, occupied component): `(x, y) ↦ (y, 0)`. -/
def pairAnn (K W : Type*) [Field K] [AddCommGroup W] [Module K W] : W × W →ₗ[K] W × W :=
  LinearMap.inl K W W ∘ₗ LinearMap.snd K W W

/-- Creation operator on pairs (empty component, occupied component): `(x, y) ↦ (0, x)`. -/
def pairCre (K W : Type*) [Field K] [AddCommGroup W] [Module K W] : W × W →ₗ[K] W × W :=
  LinearMap.inr K W W ∘ₗ LinearMap.fst K W W

/-- For a fermionic mode the states annihilated by `a` are exactly the states of the
form `a y`. -/
theorem IsFermionMode.ker_eq_range {a c : V →ₗ[K] V} (h : IsFermionMode a c) :
    ker a = range a := by
  ext x
  rw [mem_ker, mem_range]
  constructor
  · intro hx
    -- `x = a c x + c a x`, and the second term vanishes
    have h2 : a (c x) + c (a x) = x := LinearMap.congr_fun h.anticomm x
    rw [hx, map_zero, add_zero] at h2
    exact ⟨c x, h2⟩
  · rintro ⟨y, rfl⟩
    exact LinearMap.congr_fun h.sq_zero y

/-- A linear map `a` is the annihilation operator of some fermionic mode exactly when its
kernel equals its range. -/
theorem exists_creation_iff (a : V →ₗ[K] V) :
    (∃ c, IsFermionMode a c) ↔ ker a = range a := by
  refine ⟨fun ⟨_, h⟩ => h.ker_eq_range, fun hk => ?_⟩
  have hsq : ∀ y, a (a y) = 0 := fun y => by
    have hy : a y ∈ ker a := by
      rw [hk]
      exact ⟨y, rfl⟩
    exact hy
  -- a map `g` that inverts `a` on its range: `a g a = a`
  obtain ⟨s, hs⟩ := a.rangeRestrict.exists_rightInverse_of_surjective a.range_rangeRestrict
  obtain ⟨g, hg⟩ := LinearMap.exists_extend s
  have haga : ∀ y, a (g (a y)) = a y := fun y => by
    have h1 : g (a y) = s (a.rangeRestrict y) := LinearMap.congr_fun hg (a.rangeRestrict y)
    rw [h1]
    exact congrArg Subtype.val (LinearMap.congr_fun hs (a.rangeRestrict y))
  -- the partner is `c = g (1 - g a)`
  refine ⟨g ∘ₗ (LinearMap.id - g ∘ₗ a), LinearMap.ext hsq, LinearMap.ext fun x => ?_⟩
  have hx : x - g (a x) ∈ range a := by
    rw [← hk, mem_ker, map_sub, haga, sub_self]
  obtain ⟨y, hy⟩ := hx
  change a (g (x - g (a x))) + g (a x - g (a (a x))) = x
  rw [← hy, haga, hy, hsq, map_zero, sub_zero, sub_add_cancel]

/-- The number operator of a fermionic mode is idempotent, `N² = N`. -/
theorem IsFermionMode.number_idem {a c : V →ₗ[K] V} (h : IsFermionMode a c) :
    number a c ∘ₗ number a c = number a c := by
  refine LinearMap.ext fun x => ?_
  have h1 : a (a x) = 0 := LinearMap.congr_fun h.sq_zero x
  -- `a c a = a`
  have h2 : a (c (a x)) + c (a (a x)) = a x := LinearMap.congr_fun h.anticomm (a x)
  rw [h1, map_zero, add_zero] at h2
  change c (a (c (a x))) = c (a x)
  rw [h2]

/-- The states with `N x = 0` are exactly the states of the form `a y`. -/
theorem IsFermionMode.ker_number {a c : V →ₗ[K] V} (h : IsFermionMode a c) :
    ker (number a c) = range a := by
  rw [← h.ker_eq_range]
  ext x
  rw [mem_ker, mem_ker]
  change c (a x) = 0 ↔ a x = 0
  constructor
  · intro hx
    have h1 : a (a x) = 0 := LinearMap.congr_fun h.sq_zero x
    have h2 : a (c (a x)) + c (a (a x)) = a x := LinearMap.congr_fun h.anticomm (a x)
    rw [hx, h1, map_zero, map_zero, add_zero] at h2
    exact h2.symm
  · intro hx
    rw [hx, map_zero]

/-- The state space is the direct sum of the empty sector `ker N` and the occupied sector
`range N`. -/
theorem IsFermionMode.isCompl_sectors {a c : V →ₗ[K] V} (h : IsFermionMode a c) :
    IsCompl (ker (number a c)) (range (number a c)) := by
  have hN : ∀ x, number a c (number a c x) = number a c x :=
    fun x => LinearMap.congr_fun h.number_idem x
  constructor
  · rw [Submodule.disjoint_def]
    rintro x hx ⟨y, rfl⟩
    rw [mem_ker, hN] at hx
    exact hx
  · rw [codisjoint_iff, eq_top_iff]
    intro x _
    -- `x = (x - N x) + N x`
    refine Submodule.mem_sup.2 ⟨x - number a c x, ?_, number a c x, ⟨x, rfl⟩, ?_⟩
    · rw [mem_ker, map_sub, hN, sub_self]
    · exact sub_add_cancel _ _

/-- For a fermionic mode on a finite-dimensional space, `ker a = range a` and the dimension of
the space is twice the rank of `a`. -/
theorem IsFermionMode.ker_eq_range_and_finrank [FiniteDimensional K V] {a c : V →ₗ[K] V}
    (h : IsFermionMode a c) :
    ker a = range a ∧ finrank K V = 2 * finrank K (range a) := by
  refine ⟨h.ker_eq_range, ?_⟩
  -- rank-nullity, with the kernel replaced by the range
  have hr := LinearMap.finrank_range_add_finrank_ker a
  rw [h.ker_eq_range] at hr
  omega

/-- No fermionic mode acts on a finite-dimensional space of odd dimension. -/
theorem not_isFermionMode_of_odd [FiniteDimensional K V] (hodd : Odd (finrank K V))
    (a c : V →ₗ[K] V) : ¬ IsFermionMode a c := by
  intro h
  obtain ⟨k, hk⟩ := hodd
  have h2 := h.ker_eq_range_and_finrank.2
  omega

/-- On a finite-dimensional space the occupied sector `range N` and the empty sector `ker N`
have the same dimension. -/
theorem IsFermionMode.finrank_occupied_eq_empty [FiniteDimensional K V] {a c : V →ₗ[K] V}
    (h : IsFermionMode a c) :
    finrank K (range (number a c)) = finrank K (ker (number a c)) := by
  have hr := LinearMap.finrank_range_add_finrank_ker (number a c)
  have h2 := h.ker_eq_range_and_finrank.2
  rw [h.ker_number] at hr ⊢
  omega

/-- The maps `(x, y) ↦ (y, 0)` and `(x, y) ↦ (0, x)` on `W × W` form a fermionic mode with
`c² = 0` and number operator `(x, y) ↦ (0, y)`. -/
theorem isFermionMode_witness (K W : Type*) [Field K] [AddCommGroup W] [Module K W] :
    IsFermionMode (pairAnn K W) (pairCre K W) ∧ pairCre K W ∘ₗ pairCre K W = 0 ∧
      ∀ x y : W, number (pairAnn K W) (pairCre K W) (x, y) = (0, y) := by
  refine ⟨⟨LinearMap.ext ?_, LinearMap.ext ?_⟩, LinearMap.ext ?_, fun x y => ?_⟩
  · rintro ⟨x, y⟩
    simp [pairAnn]
  · rintro ⟨x, y⟩
    simp [pairAnn, pairCre]
  · rintro ⟨x, y⟩
    simp [pairCre]
  · simp [number, pairAnn, pairCre]

/-- A finite-dimensional space carries a fermionic mode with `c² = 0` exactly when its
dimension is even. -/
theorem exists_mode_iff_even [FiniteDimensional K V] :
    (∃ a c : V →ₗ[K] V, IsFermionMode a c ∧ c ∘ₗ c = 0) ↔ Even (finrank K V) := by
  constructor
  · rintro ⟨a, c, h, -⟩
    exact ⟨finrank K (range a), by rw [h.ker_eq_range_and_finrank.2, two_mul]⟩
  · rintro ⟨k, hk⟩
    -- transport the pair model along `V ≃ Kᵏ × Kᵏ`
    have e : V ≃ₗ[K] (Fin k → K) × (Fin k → K) :=
      LinearEquiv.ofFinrankEq V _ (by simp [hk])
    obtain ⟨hm, hc, -⟩ := isFermionMode_witness K (Fin k → K)
    generalize pairAnn K (Fin k → K) = A at hm
    generalize pairCre K (Fin k → K) = C at hm hc
    have h1 : ∀ z, A (A z) = 0 := fun z => LinearMap.congr_fun hm.sq_zero z
    have h2 : ∀ z, A (C z) + C (A z) = z := fun z => LinearMap.congr_fun hm.anticomm z
    have h3 : ∀ z, C (C z) = 0 := fun z => LinearMap.congr_fun hc z
    refine ⟨e.symm.toLinearMap ∘ₗ A ∘ₗ e.toLinearMap, e.symm.toLinearMap ∘ₗ C ∘ₗ e.toLinearMap,
      ⟨LinearMap.ext fun x => ?_, LinearMap.ext fun x => ?_⟩, LinearMap.ext fun x => ?_⟩
    · change e.symm (A (e (e.symm (A (e x))))) = 0
      rw [e.apply_symm_apply, h1, map_zero]
    · change e.symm (A (e (e.symm (C (e x))))) + e.symm (C (e (e.symm (A (e x))))) = x
      rw [e.apply_symm_apply, e.apply_symm_apply, ← map_add, h2, e.symm_apply_apply]
    · change e.symm (C (e (e.symm (C (e x))))) = 0
      rw [e.apply_symm_apply, h3, map_zero]

end FermionicMode
```

```lean
#print axioms FermionicMode.IsFermionMode.ker_eq_range_and_finrank
-- 'FermionicMode.IsFermionMode.ker_eq_range_and_finrank' depends on axioms: [propext, Classical.choice, Quot.sound]
#print axioms FermionicMode.not_isFermionMode_of_odd
-- 'FermionicMode.not_isFermionMode_of_odd' depends on axioms: [propext, Classical.choice, Quot.sound]
#print axioms FermionicMode.IsFermionMode.finrank_occupied_eq_empty
-- 'FermionicMode.IsFermionMode.finrank_occupied_eq_empty' depends on axioms: [propext, Classical.choice, Quot.sound]
#print axioms FermionicMode.exists_mode_iff_even
-- 'FermionicMode.exists_mode_iff_even' depends on axioms: [propext, Classical.choice, Quot.sound]
```

## Notes on the proof

The relations of a mode are equations between maps, and the derivation works with vectors. `LinearMap.congr_fun` passes from the first to the second: `LinearMap.congr_fun h.anticomm x` is the relation applied to `x`, recorded as `a (c x) + c (a x) = x`. `LinearMap.ext` goes the other way.

`IsFermionMode.ker_eq_range` is (1). In the first branch `hx` removes the term \(cax\) and `c x` is supplied as the preimage; in the second, `x` is replaced by `a y` and `sq_zero` is evaluated at `y`.

`exists_creation_iff` is (2). The map `a.rangeRestrict` is \(a\) with its target cut down to its range, where it is surjective; `exists_rightInverse_of_surjective` provides `s`, and `LinearMap.exists_extend` extends it to `g`. The facts `hsq` and `haga` are \(a^2 = 0\) and \(aga = a\). After `hx` has placed \(x - gax\) in the range, with preimage `y`, the last line writes \(x - gax\) as \(ay\), applies `haga`, substitutes back, removes the term with \(a^2\), and is left with \((x - gax) + gax = x\).

The three parts of (3) are `IsFermionMode.number_idem`, `IsFermionMode.ker_number` and `IsFermionMode.isCompl_sectors`. The first two evaluate `anticomm` at `a x`; one reduces the result to \(acax = ax\), the other uses \(cax = 0\) to reach \(ax = 0\). The third uses idempotence alone, with one branch for the trivial intersection and one for the splitting \(x = (x - Nx) + Nx\).

`not_isFermionMode_of_odd` unpacks `Odd` into \(\dim V = 2k + 1\) and sets it against \(\dim V = 2r\). `IsFermionMode.finrank_occupied_eq_empty` follows the second half of (5). `isFermionMode_witness` checks the four identities of (6) on a general pair by `simp`. In `exists_mode_iff_even`, `Even` means a sum \(k + k\), `LinearEquiv.ofFinrankEq` gives `e` from the equality of dimensions, and `generalize` replaces the concrete maps by variables `A` and `C`, so that only their three relations `h1`, `h2`, `h3` are used. Each `e.apply_symm_apply` is a cancellation \(ee^{-1} = 1\).

### Rank-nullity in Mathlib

The main theorem turns on `LinearMap.finrank_range_add_finrank_ker`. For a linear map out of a finite-dimensional space it states that the dimension of the range plus the dimension of the kernel is the dimension of the source. Its content is that the map identifies the quotient of the source by the kernel with the range. For a mode this says that \(V / \operatorname{range} a\) is isomorphic to \(\operatorname{range} a\).

In Lean, `ker a` and `range a` are submodules, and `finrank K (range a)` treats the submodule as a vector space in its own right. Because (1) is an equality of submodules, `rw [h.ker_eq_range] at hr` substitutes one for the other inside the dimension, and `hr` becomes \(r + r = \dim V\). The tactic `omega` proves statements of linear arithmetic over natural numbers and treats each dimension as an unknown number, with no knowledge of subspaces. Before the substitution it would see three unknowns tied by a single equation, which does not give the claim; after it there are two, and \(\dim V = 2r\) follows. The lemma is the one place where the main theorem uses finite dimension, and it is used a second time, for \(N\), to compare the two sectors.
